# Wrapping fractional coordinates always gives a minimum image exactly when the cell vectors are orthogonal

Two particles in a periodic hexagonal cell in the plane are to be assigned their shortest separation. The cell vectors are $a_1=(1,0)$ and $a_2=(\tfrac12,\tfrac{\sqrt3}{2})$, so that $a_1\cdot a_2=\tfrac12$. Suppose that the displacement from one particle to the other is $s_1a_1+s_2a_2$ with fractional coordinates $s=(-\tfrac14,-\tfrac12)$. Both coordinates already lie in $[-\tfrac12,\tfrac12)$, and subtracting the nearest integer, with ties rounded up, changes nothing. The squared length is

$$\tfrac1{16}+\tfrac14+2\cdot\tfrac18\cdot\tfrac12=\tfrac7{16}.$$

Adding $a_2$ gives the periodic image $(-\tfrac14,\tfrac12)$, whose squared length is

$$\tfrac1{16}+\tfrac14-2\cdot\tfrac18\cdot\tfrac12=\tfrac3{16}.$$

The wrapped displacement is therefore not the shortest one. The two points lie on opposite faces of the unit cube in fractional coordinates, and their lengths differ only through the cross term $2s_1s_2\,a_1\cdot a_2$. Since the inequality is strict, it survives a small shift of $s$ into the interior of the cube, so the failure does not depend on how ties are rounded.

## The cross terms decide

Let $a_1,\dots,a_n$ be the cell vectors, written as the columns of a real matrix $A$. A displacement with fractional coordinates $s$ has length $|As|$, and its periodic images have coordinates $s-m$ with integer $m$. The metric tensor $G=A^{\mathsf T}A$ has the entries $G_{ij}=a_i\cdot a_j$, so it is diagonal exactly when the cell vectors are mutually orthogonal. The claim is that

$$|As|\le|A(s-m)|\quad\text{for all } s\in[-\tfrac12,\tfrac12]^n,\ m\in\mathbb Z^n$$

holds if and only if $G$ is diagonal.

**One image.** The squared length is $|As|^2=s\cdot Gs$. Because $G$ is symmetric, any vector $v$ satisfies

$$|A(s-v)|^2=|As|^2-2\,s\cdot Gv+v\cdot Gv .$$

Lengths are non-negative, so they are ordered as their squares are, and

$$|As|\le|A(s-v)|\iff 2\,s\cdot Gv\le v\cdot Gv. \tag{1}$$

**The inequality forces orthogonality.** Let $i\ne j$ and let $e_i$ be the $i$-th unit vector of fractional coordinates. Take $s=t\,e_i-\tfrac12e_j$ with $t\in[-\tfrac12,\tfrac12)$, and $v=-e_j$. Then

$$s\cdot Gv=-t\,G_{ij}+\tfrac12G_{jj},\qquad v\cdot Gv=G_{jj},$$

and (1) becomes $0\le t\,G_{ij}$. The choices $t=\tfrac14$ and $t=-\tfrac14$ together give $G_{ij}=0$. All the points used lie in the half-open cube $[-\tfrac12,\tfrac12)^n$.

**Orthogonality gives the inequality.** If $G$ is diagonal, (1) with $v=m$ reads

$$\sum_i G_{ii}\,2s_im_i\le\sum_iG_{ii}\,m_i^2 .$$

Here $G_{ii}=|a_i|^2\ge0$. Moreover $2s_im_i\le|m_i|\le m_i^2$, since $|s_i|\le\tfrac12$ and $m_i$ is an integer. The inequality thus holds term by term.

**Wrapping.** For arbitrary fractional coordinates $f$, let $r_i$ be the integer nearest to $f_i$ and $w=f-r$. Then $w$ lies in the cube, and each image $f-m$ equals $w-(m-r)$, an image of $w$. For diagonal $G$, $w$ is therefore a shortest image. Conversely, wrapping leaves the half-open cube unchanged, so if it always succeeds, the argument above gives $G_{ij}=0$ for $i\neq j$.

**The Wigner–Seitz cell.** This is the set of $s$ that are no longer than any of their images. If it equals the cube, $G$ is diagonal by the claim. If $G$ is diagonal, the cell contains the cube. For the reverse inclusion, put $v=\pm e_j$ in (1), which gives $\pm2G_{jj}s_j\le G_{jj}$. When $G_{jj}>0$, it follows that $|s_j|\le\tfrac12$.

The result bears on simulations with periodic boundaries that obtain pair distances by rounding: in an oblique cell, rounding in the given cell vectors returns a displacement that is not the shortest for some pair positions. It concerns all displacements, whereas a simulation with a cutoff needs only the pairs within it; which cutoffs make wrapping safe in an oblique cell is a separate question.

## Cells, lengths and images in Lean

The types `d` and `n` label the Cartesian axes and the cell vectors. Here `n` is a finite index set, not a number as in the derivation above. The two types may differ in size, so the matrix can be rectangular, as for a chain or a slab in space; an invertible square matrix is a special case. For a chain or a slab, $As$ is only the part of the displacement along the periodic directions. A perpendicular part adds the same amount to the squared length of every image, so it does not affect which image is shortest.

```lean
import Mathlib

open Matrix

namespace MinimumImageWrapping

noncomputable section

variable {d n : Type*} [Fintype d] [Fintype n] [DecidableEq n]
```

The length is the Euclidean norm of $As$. The expression `A *ᵥ s` is the matrix applied to the vector, and `WithLp.toLp 2` selects the Euclidean norm.

```lean
/-- The Euclidean length of the displacement with fractional coordinates `s`, where the columns
of `A` are the cell vectors. -/
def len (A : Matrix d n ℝ) (s : n → ℝ) : ℝ :=
  ‖(WithLp.toLp 2 (A *ᵥ s) : EuclideanSpace ℝ d)‖
```

The name `metric` stands for the metric tensor $G$, not for a distance function.

```lean
/-- The metric tensor of the cell: the matrix of scalar products of the cell vectors. -/
def metric (A : Matrix d n ℝ) : Matrix n n ℝ := Aᵀ * A
```

Lattice translations are integer vectors read as real ones.

```lean
/-- The fractional coordinates of the lattice translation with integer components `m`. -/
def translation (m : n → ℤ) : n → ℝ := fun i => (m i : ℝ)
```

Lean's `round` sends half-integers upwards, so wrapped coordinates lie in $[-\tfrac12,\tfrac12)$.

```lean
/-- Wrapping: each fractional coordinate is reduced by its nearest integer. -/
def wrap (f : n → ℝ) : n → ℝ := fun i => f i - (round (f i) : ℝ)
```

The Wigner–Seitz cell is a set of fractional coordinates, not of Cartesian positions. It is closed, because images of equal length are allowed.

```lean
/-- The Wigner–Seitz (Voronoi) cell of the origin in fractional coordinates: the displacements
that are no longer than any of their periodic images. -/
def wignerSeitz (A : Matrix d n ℝ) : Set (n → ℝ) :=
  {s | ∀ m : n → ℤ, len A s ≤ len A (s - translation m)}
```

## The quadratic form and its special cases

The first lemma is $|As|^2=s\cdot Gs$, where `⬝ᵥ` is the dot product. The norm is expanded into a sum of squares, and one factor $A$ is then moved across the product as a transpose.

```lean
omit [DecidableEq n] in
/-- The squared length is the quadratic form of the metric tensor. -/
theorem len_sq (A : Matrix d n ℝ) (s : n → ℝ) :
    len A s ^ 2 = s ⬝ᵥ (metric A *ᵥ s) := by
  have h : len A s ^ 2 = (A *ᵥ s) ⬝ᵥ (A *ᵥ s) := by
    rw [len, EuclideanSpace.norm_sq_eq]
    simp only [dotProduct]
    refine Finset.sum_congr rfl fun i _ => ?_
    show ‖(A *ᵥ s) i‖ ^ 2 = (A *ᵥ s) i * (A *ᵥ s) i
    rw [Real.norm_eq_abs, sq_abs, pow_two]
  rw [h, metric, ← Matrix.mulVec_mulVec, Matrix.dotProduct_mulVec s Aᵀ, Matrix.vecMul_transpose]
```

Equivalence (1) comes next. In its proof, `hsymm` is the symmetry of the form, `hgap` the expansion of the squared length of the image, and `hsq` the passage between lengths and their squares.

```lean
omit [DecidableEq n] in
/-- For any real vector `v`, `s` is no longer than `s - v` exactly when twice the scalar product of
`s` and `v` is at most the squared length of `v`. -/
theorem len_le_image_iff (A : Matrix d n ℝ) (s v : n → ℝ) :
    len A s ≤ len A (s - v) ↔ 2 * (s ⬝ᵥ (metric A *ᵥ v)) ≤ v ⬝ᵥ (metric A *ᵥ v) := by
  have hsymm : v ⬝ᵥ (metric A *ᵥ s) = s ⬝ᵥ (metric A *ᵥ v) := by
    have ht : (metric A)ᵀ = metric A := by
      simp [metric, Matrix.transpose_mul]
    rw [Matrix.dotProduct_mulVec, ← Matrix.mulVec_transpose, ht, dotProduct_comm]
  have hgap : len A (s - v) ^ 2
      = len A s ^ 2 - 2 * (s ⬝ᵥ (metric A *ᵥ v)) + v ⬝ᵥ (metric A *ᵥ v) := by
    rw [len_sq, len_sq, Matrix.mulVec_sub, sub_dotProduct, dotProduct_sub, dotProduct_sub, hsymm]
    ring
  have hsq : len A s ^ 2 ≤ len A (s - v) ^ 2 ↔ len A s ≤ len A (s - v) :=
    sq_le_sq₀ (norm_nonneg _) (norm_nonneg _)
  rw [← hsq, hgap]
  constructor <;> intro h <;> linarith
```

Two evaluations of the form are needed. The vector $a\,e_i$ is written `Pi.single i a`, and the form between $a\,e_i$ and $b\,e_j$ is $a\,G_{ij}\,b$.

```lean
/-- For any square matrix `G`, the form between `a` times the `i`-th unit vector and `b` times the
`j`-th unit vector is the entry `G i j` multiplied by `a` and `b`. -/
theorem form_single (G : Matrix n n ℝ) (i j : n) (a b : ℝ) :
    (Pi.single i a : n → ℝ) ⬝ᵥ (G *ᵥ (Pi.single j b : n → ℝ)) = a * G i j * b := by
  rw [single_dotProduct]
  simp only [Matrix.mulVec, dotProduct_single]
  ring
```

For a diagonal tensor, expressed by `IsDiag`, only the term with equal indices survives in each row, and the form becomes a single sum over the axes.

```lean
omit [DecidableEq n] in
/-- For a diagonal metric tensor the scalar product is a sum of separate contributions of the
axes. -/
theorem form_diag {G : Matrix n n ℝ} (h : G.IsDiag) (u v : n → ℝ) :
    u ⬝ᵥ (G *ᵥ v) = ∑ i, G i i * (u i * v i) := by
  simp only [dotProduct, Matrix.mulVec]
  refine Finset.sum_congr rfl fun i _ => ?_
  rw [Finset.sum_eq_single i]
  · ring
  · intro b _ hb
    have h0 : G i b = 0 := h hb.symm
    rw [h0, zero_mul]
  · intro hi
    exact absurd (Finset.mem_univ i) hi
```

## From minimum images to orthogonal vectors

The hypothesis of the next theorem is restricted to the half-open cube, `Set.Ico (-1 / 2 : ℝ) (1 / 2)` in each coordinate. This makes the theorem stronger than one for the closed cube, and lets it serve for the rounding rule as well.

The statement `key` is the inequality $0\le t\,G_{ij}$. Within it, `hs` checks that $t\,e_i-\tfrac12e_j$ lies in the cube, which uses $i\ne j$, and `hv` identifies the translation with $-e_j$. Rewriting with (1) and the one-entry formula leaves a linear inequality. The values $t=\pm\tfrac14$ finish the argument.

```lean
/-- If every displacement with fractional coordinates in `[-1/2, 1/2)` is a minimum image, then
the cell vectors are mutually orthogonal. -/
theorem orthogonal_of_minimum_image (A : Matrix d n ℝ)
    (h : ∀ s : n → ℝ, (∀ i, s i ∈ Set.Ico (-1 / 2 : ℝ) (1 / 2)) →
      ∀ m : n → ℤ, len A s ≤ len A (s - translation m)) :
    (metric A).IsDiag := by
  intro i j hij
  -- compare a point on the face `s j = -1/2` with its image on the opposite face
  have key : ∀ t : ℝ, t ∈ Set.Ico (-1 / 2 : ℝ) (1 / 2) → 0 ≤ t * metric A i j := by
    intro t ht
    have hs : ∀ k, (Pi.single i t - Pi.single j (1 / 2) : n → ℝ) k
        ∈ Set.Ico (-1 / 2 : ℝ) (1 / 2) := by
      intro k
      rw [Set.mem_Ico] at ht ⊢
      simp only [Pi.sub_apply, Pi.single_apply]
      split_ifs with h1 h2 h2
      · exact absurd (h1.symm.trans h2) hij
      all_goals constructor <;> linarith [ht.1, ht.2]
    have hv : translation (Pi.single j (-1) : n → ℤ) = Pi.single j (-1 : ℝ) := by
      ext k
      by_cases hk : k = j <;> simp [translation, hk]
    have h1 := h _ hs (Pi.single j (-1))
    rw [hv, len_le_image_iff, sub_dotProduct, form_single, form_single, form_single] at h1
    linarith
  have hp := key (1 / 4) (by rw [Set.mem_Ico]; norm_num)
  have hm := key (-1 / 4) (by rw [Set.mem_Ico]; norm_num)
  linarith
```

## The equivalence for the closed cube

The main theorem says that every displacement in $[-\tfrac12,\tfrac12]^n$ is at most as long as all its images if and only if $G$ is diagonal. No independence of the cell vectors is assumed, and a zero vector counts as orthogonal to all others. With a single cell vector, both sides are true.

The forward direction restricts the hypothesis to the half-open cube. In the converse, `Finset.sum_le_sum` reduces the claim to one axis. There `hG` is $G_{ii}\ge0$, read off from the squared length of $a_i$, and `hax` is $2s_im_i\le m_i^2$. The latter is proved by the sign of $m_i$: a negative integer is at most $-1$, a positive one at least $1$, and in either case $m_i^2-2s_im_i$ is a product of two non-negative factors.

```lean
/-- Every displacement with fractional coordinates in `[-1/2, 1/2]` is at most as long as all its
periodic images if and only if the metric tensor is diagonal. -/
theorem minimum_image_iff_orthogonal (A : Matrix d n ℝ) :
    (∀ s : n → ℝ, (∀ i, s i ∈ Set.Icc (-1 / 2 : ℝ) (1 / 2)) →
      ∀ m : n → ℤ, len A s ≤ len A (s - translation m)) ↔ (metric A).IsDiag := by
  constructor
  · intro h
    exact orthogonal_of_minimum_image A fun s hs => h s fun i => Set.Ico_subset_Icc_self (hs i)
  · intro h s hs m
    rw [len_le_image_iff, form_diag h, form_diag h, Finset.mul_sum]
    refine Finset.sum_le_sum fun i _ => ?_
    have hG : 0 ≤ metric A i i := by
      have h1 := len_sq A (Pi.single i 1)
      rw [form_single] at h1
      nlinarith [sq_nonneg (len A (Pi.single i 1))]
    -- along one axis, an integer shift never shortens a coordinate of size at most 1/2
    have hax : 2 * (s i * (m i : ℝ)) ≤ (m i : ℝ) * (m i : ℝ) := by
      obtain ⟨hl, hu⟩ := Set.mem_Icc.mp (hs i)
      rcases lt_trichotomy (m i) 0 with hm | hm | hm
      · have h1 : (m i : ℝ) ≤ -1 := by exact_mod_cast (by omega : m i ≤ -1)
        nlinarith [mul_nonneg (by linarith : 0 ≤ -(m i : ℝ))
          (by linarith : 0 ≤ 2 * s i - (m i : ℝ))]
      · simp [hm]
      · have h1 : (1 : ℝ) ≤ (m i : ℝ) := by exact_mod_cast (by omega : 1 ≤ m i)
        nlinarith [mul_nonneg (by linarith : 0 ≤ (m i : ℝ))
          (by linarith : 0 ≤ (m i : ℝ) - 2 * s i)]
    have h2 := mul_le_mul_of_nonneg_left hax hG
    simp only [translation]
    linarith
```

## The rounding rule

The following theorem concerns the algorithm itself. The displacement `f` is arbitrary, and its wrapped form is compared with every image of `f`.

In the forward direction, `hw` shows that wrapping fixes the half-open cube. In the other direction, `hs` places the wrapped coordinates in the closed cube, and `he` is the identity $w-(m-r)=f-m$.

```lean
/-- Wrapping the fractional coordinates gives a shortest periodic image of every displacement if
and only if the metric tensor is diagonal. -/
theorem wrap_iff_orthogonal (A : Matrix d n ℝ) :
    (∀ (f : n → ℝ) (m : n → ℤ), len A (wrap f) ≤ len A (f - translation m)) ↔
      (metric A).IsDiag := by
  constructor
  · intro h
    refine orthogonal_of_minimum_image A fun s hs m => ?_
    -- coordinates in the half-open cube are left alone by wrapping
    have hw : wrap s = s := by
      ext i
      obtain ⟨hl, hu⟩ := Set.mem_Ico.mp (hs i)
      have hr : round (s i) = 0 := by
        rw [round_eq, Int.floor_eq_iff]
        constructor <;> push_cast <;> linarith
      simp [wrap, hr]
    have h1 := h s m
    rwa [hw] at h1
  · intro h f m
    have hs : ∀ i, wrap f i ∈ Set.Icc (-1 / 2 : ℝ) (1 / 2) := by
      intro i
      have h1 := abs_le.mp (abs_sub_round (f i))
      rw [Set.mem_Icc]
      simp only [wrap]
      constructor <;> linarith [h1.1, h1.2]
    have h2 := (minimum_image_iff_orthogonal A).mpr h _ hs (fun i => m i - round (f i))
    have he : wrap f - translation (fun i => m i - round (f i)) = f - translation m := by
      ext i
      simp only [wrap, translation, Pi.sub_apply]
      push_cast
      ring
    rwa [he] at h2
```

## The shape of the Wigner–Seitz cell

The last theorem compares two sets in fractional coordinates. The hypothesis `Function.Injective A.mulVec` says that the cell vectors are linearly independent, as they are for a genuine lattice basis. The proof uses it only to obtain $G_{jj}>0$, for which non-zero cell vectors would be enough. If a cell vector vanished, the coordinate along it would be unrestricted, and the Wigner–Seitz set could not be the cube.

The forward direction and the inclusion of the cube in the cell both come from the main theorem. For the remaining inclusion, `hG` supplies $G_{jj}>0$, and `key` is (1) for the translation $c\,e_j$ with integer $c$. The two neighbours $c=1$ and $c=-1$ bound $s_j$ from above and below.

```lean
/-- For linearly independent cell vectors, the Wigner–Seitz cell in fractional coordinates is the
cube `[-1/2, 1/2]ⁿ` if and only if the metric tensor is diagonal. -/
theorem wignerSeitz_eq_cube_iff (A : Matrix d n ℝ) (hA : Function.Injective A.mulVec) :
    wignerSeitz A = {s | ∀ i, s i ∈ Set.Icc (-1 / 2 : ℝ) (1 / 2)} ↔ (metric A).IsDiag := by
  constructor
  · intro h
    refine (minimum_image_iff_orthogonal A).mp fun s hs => ?_
    have h1 : s ∈ wignerSeitz A := by
      rw [h]
      exact hs
    exact h1
  · intro h
    refine Set.Subset.antisymm (fun s hs j => ?_)
      (fun s hs => (minimum_image_iff_orthogonal A).mpr h s hs)
    -- independence makes the cell vector `j` non-zero
    have hG : 0 < metric A j j := by
      have hne : len A (Pi.single j 1) ≠ 0 := by
        intro h0
        have h1 : A *ᵥ (Pi.single j 1 : n → ℝ) = 0 :=
          congrArg WithLp.ofLp (norm_eq_zero.mp h0)
        have h2 : (Pi.single j 1 : n → ℝ) = 0 := hA (h1.trans (Matrix.mulVec_zero A).symm)
        have h3 := congrFun h2 j
        simp at h3
      have h4 := len_sq A (Pi.single j 1)
      rw [form_single] at h4
      have h5 : 0 < len A (Pi.single j 1) ^ 2 := by positivity
      linarith
    -- the two neighbours along axis `j` bound the coordinate `s j`
    have key : ∀ c : ℤ, 2 * (metric A j j * (s j * c)) ≤ c * metric A j j * c := by
      intro c
      have hv : translation (Pi.single j c : n → ℤ) = Pi.single j (c : ℝ) := by
        ext k
        by_cases hk : k = j <;> simp [translation, hk]
      have h1 := hs (Pi.single j c)
      rw [hv, len_le_image_iff, form_single, form_diag h, Finset.sum_eq_single j] at h1
      · simpa only [Pi.single_eq_same] using h1
      · intro b _ hb
        simp [hb]
      · intro hj
        exact absurd (Finset.mem_univ j) hj
    have hp := key 1
    have hm := key (-1)
    push_cast at hp hm
    rw [Set.mem_Icc]
    constructor <;> nlinarith

end

end MinimumImageWrapping
```

```lean
#print axioms MinimumImageWrapping.orthogonal_of_minimum_image
#print axioms MinimumImageWrapping.wrap_iff_orthogonal
#print axioms MinimumImageWrapping.wignerSeitz_eq_cube_iff
```

```
'MinimumImageWrapping.orthogonal_of_minimum_image' depends on axioms: [propext, Classical.choice, Quot.sound]
'MinimumImageWrapping.wrap_iff_orthogonal' depends on axioms: [propext, Classical.choice, Quot.sound]
'MinimumImageWrapping.wignerSeitz_eq_cube_iff' depends on axioms: [propext, Classical.choice, Quot.sound]
```
